# Complex times of zero energy for a two-level Hamiltonian with diagonal energies linear in time

A two-level system has diagonal energies `a t` and `-a t` and a constant coupling `D`, with `D` and `a` real and `a` nonzero. The declaration `zero_level_iff` continues the time to a complex number `z` and states that the 2×2 matrix has eigenvalue zero exactly when `z = iD/a` or `z = -iD/a`. The eigenvector need only be nonzero, not normalised, and `D` may be zero, in which case the two times coincide at `z = 0`. The proof uses the earlier result `isLevel_iff` to turn the claim into `0² = D² + a²z²`, and then shows that this is equivalent to `z² = (iD/a)²`.

The first attempt, which Lean rejects:

```lean
import Mathlib

open Matrix
open scoped Real

namespace ZeroLevelIff

noncomputable section

/-- The two-band Hamiltonian with diagonal energies `a t` and `-a t` and coupling `D`.
The entries may be real or complex, so that `t` may be a complex time. -/
def hamiltonian {K : Type*} [CommRing K] (D a t : K) : Matrix (Fin 2) (Fin 2) K :=
  !![a * t, D; D, -(a * t)]

/-- `μ` is an energy level of `M` if `M` has a nonzero eigenvector with eigenvalue `μ`. -/
def IsLevel {K : Type*} [Field K] (M : Matrix (Fin 2) (Fin 2) K) (μ : K) : Prop :=
  ∃ v : Fin 2 → K, v ≠ 0 ∧ M *ᵥ v = μ • v

/-- A number `μ` is a level of the two-band Hamiltonian exactly when
`μ² = D² + a² t²`, for real and for complex time. -/
theorem isLevel_iff {K : Type*} [Field K] (D a t μ : K) :
    IsLevel (hamiltonian D a t) μ ↔ μ ^ 2 = D ^ 2 + a ^ 2 * t ^ 2 := by
  have key : ∀ v : Fin 2 → K, (hamiltonian D a t - μ • 1) *ᵥ v = 0 ↔
      hamiltonian D a t *ᵥ v = μ • v := by
    intro v
    rw [Matrix.sub_mulVec, Matrix.smul_mulVec, Matrix.one_mulVec, sub_eq_zero]
  -- the secular determinant
  have hdet : (hamiltonian D a t - μ • 1).det = μ ^ 2 - (D ^ 2 + a ^ 2 * t ^ 2) := by
    rw [Matrix.det_fin_two]
    simp [hamiltonian]
    ring
  have h : (∃ v : Fin 2 → K, v ≠ 0 ∧ (hamiltonian D a t - μ • 1) *ᵥ v = 0) ↔
      (hamiltonian D a t - μ • 1).det = 0 := Matrix.exists_mulVec_eq_zero_iff
  simp only [key] at h
  rw [IsLevel, h, hdet, sub_eq_zero]

/-- For `a ≠ 0`, zero energy is a level at the complex time `z` exactly when
`z = i D/a` or `z = -i D/a`. -/
theorem zero_level_iff (D a : ℝ) (ha : a ≠ 0) (z : ℂ) :
    IsLevel (hamiltonian (D : ℂ) (a : ℂ) z) 0 ↔
      z = Complex.I * (D / a) ∨ z = -(Complex.I * (D / a)) := by
  have ha' : (a : ℂ) ≠ 0 := by exact_mod_cast ha
  have hq : (a : ℂ) * (D / a) = D := mul_div_cancel₀ _ ha' |> fun _ => by field_simp
  have e : (a : ℂ) ^ 2 * (Complex.I * (D / a)) ^ 2 = -(D : ℂ) ^ 2 := by
    calc (a : ℂ) ^ 2 * (Complex.I * (D / a)) ^ 2
        = Complex.I ^ 2 * ((a : ℂ) * (D / a)) ^ 2 := by ring
      _ = -(D : ℂ) ^ 2 := by rw [hq, Complex.I_sq]; ring
  rw [isLevel_iff, ← sq_eq_sq_iff_eq_or_eq_neg]
  constructor
  · intro h
    apply mul_left_cancel₀ (pow_ne_zero 2 ha')
    linear_combination -h - e
  · intro h
    linear_combination (-(a : ℂ) ^ 2) * h - e

end

end ZeroLevelIff
```

The compiler's answer:

```
Main.lean:43:53: error: don't know how to synthesize placeholder for argument `a`
context:
D a : ℝ
ha : a ≠ 0
z : ℂ
ha' : ↑a ≠ 0
⊢ ℂ
Main.lean:43:66: error(lean.inferBinderTypeFailed): Failed to infer binder type
Main.lean:41:62: error: unsolved goals
D a : ℝ
ha : a ≠ 0
z : ℂ
ha' : ↑a ≠ 0
⊢ IsLevel (hamiltonian (↑D) (↑a) z) 0 ↔ z = Complex.I * (↑D / ↑a) ∨ z = -(Complex.I * (↑D / ↑a))
```

Cause. The failure lies in the proof of the auxiliary identity `hq`, which says that `a * (D / a) = D`. There `|>` passes the term `mul_div_cancel₀ _ ha'` to a function, `fun _ => by field_simp`, that ignores its argument. The term is therefore never compared with the equation to be proved, and nothing else fixes the complex number that its `_` stands for.

The first message reports this gap; the `a` it names is the lemma's own argument, not the coefficient in the Hamiltonian. The second message concerns the `_` after `fun`: its type should come from the term passed in, which is not fully determined. The third is a consequence: the proof broke off at `hq`, so the main goal was left open.

The repair removes the unused term and the function around it. `field_simp` now proves `hq` directly, cancelling `a` with the help of `ha'`, which is in context and says that `a` is nonzero as a complex number.

After these edits no error is left:

```diff
@@ -41,5 +41,5 @@
       z = Complex.I * (D / a) ∨ z = -(Complex.I * (D / a)) := by
   have ha' : (a : ℂ) ≠ 0 := by exact_mod_cast ha
-  have hq : (a : ℂ) * (D / a) = D := mul_div_cancel₀ _ ha' |> fun _ => by field_simp
+  have hq : (a : ℂ) * (D / a) = D := by field_simp
   have e : (a : ℂ) ^ 2 * (Complex.I * (D / a)) ^ 2 = -(D : ℂ) ^ 2 := by
     calc (a : ℂ) ^ 2 * (Complex.I * (D / a)) ^ 2
```
